# Samplers with uniformly contracting kernels track invariant laws whose drift vanishes

A sampler moves among finitely many states while its bias potential is changed step by step on a schedule fixed in advance, and the question is whether its distribution keeps up with the moving equilibrium. Write $S$ for the set of states, $\mu_k$ for the law of the sampler after $k$ steps, $P_k$ for the transition matrix used at step $k$, and $\pi_k$ for a law that $P_k$ leaves invariant. Laws are row vectors, so $\mu_{k+1}=\mu_kP_k$. Distances are $\|p-q\|_1=\sum_x|p(x)-q(x)|$, twice the total variation distance. The quantity of interest is the lag $d_k=\|\mu_k-\pi_k\|_1$. It tends to zero if the steps $\|\pi_{k+1}-\pi_k\|_1$ tend to zero and all $P_k$ contract distances between laws by one common factor $r<1$.

## Laws, kernels and the update rule

In Lean 4 with Mathlib:

```lean
import Mathlib

open Matrix Filter Topology

namespace SlowlyChangingBias

noncomputable section

variable {S : Type*} [Fintype S]
```

The type `S` is the finite set of states. A function `S → ℝ` assigns a real number to each state and serves as a row vector.

```lean
/-- A probability law on a finite state space: nonnegative weights with sum one. -/
def IsLaw (p : S → ℝ) : Prop := (∀ x, 0 ≤ p x) ∧ ∑ x, p x = 1
```

`IsLaw p` says that $p(x)\ge 0$ for every $x$ and $\sum_x p(x)=1$.

```lean
/-- The l1 distance between two weight functions on the state space. -/
def dist1 (p q : S → ℝ) : ℝ := ∑ x, |p x - q x|
```

`dist1 p q` is $\|p-q\|_1$.

```lean
/-- A predetermined schedule of stochastic kernels `P k` with invariant laws `π k`, all multiplying
the l1 distance between probability laws by at most the same factor `r`. -/
structure Schedule (r : ℝ) (P : ℕ → Matrix S S ℝ) (π : ℕ → S → ℝ) : Prop where
  stochastic : ∀ k x, IsLaw (P k x)
  law : ∀ k, IsLaw (π k)
  invariant : ∀ k, π k ᵥ* P k = π k
  contracts : ∀ k p q, IsLaw p → IsLaw q →
    dist1 (p ᵥ* P k) (q ᵥ* P k) ≤ r * dist1 p q
```

`Schedule r P π` bundles four conditions: every row of $P_k$ is a law, every $\pi_k$ is a law, $\pi_kP_k=\pi_k$, and

$$\|pP_k-qP_k\|_1\le r\,\|p-q\|_1\quad\text{for all laws }p,q.$$

The symbol `ᵥ*` is row vector times matrix, and `π` is a sequence of laws, not the number. The entry `P k x y` is the probability of going from $x$ to $y$.

The contraction condition is assumed. With $r<1$ it says that relaxation never becomes arbitrarily slow as the bias changes. A single local move often fails it, since two starting states with no common successor stay at distance 2; $P_k$ may then stand for a block of moves at fixed bias.

The matrices are fixed in advance. These hypotheses do not cover metadynamics, where the bias is built from the trajectory itself.

```lean
/-- The law of the sampler after `k` steps, started from `μ₀`: step `k` applies `P k`. -/
def run (P : ℕ → Matrix S S ℝ) (μ₀ : S → ℝ) : ℕ → S → ℝ
  | 0 => μ₀
  | k + 1 => run P μ₀ k ᵥ* P k
```

`run P μ₀ k` is $\mu_k$, defined by recursion from the initial law $\mu_0$.

```lean
/-- The Boltzmann law of the energy `E` at inverse temperature `β`, on a nonempty state space. -/
def gibbs (β : ℝ) (E : S → ℝ) (x : S) : ℝ :=
  Real.exp (-β * E x) / ∑ y, Real.exp (-β * E y)
```

`gibbs β E` is the Boltzmann law $e^{-\beta E(x)}/\sum_y e^{-\beta E(y)}$.

```lean
/-- The kernel that keeps the state with weight `r` and redraws it from `q` with weight
`1 - r`. -/
def refresh [DecidableEq S] (r : ℝ) (q : S → ℝ) : Matrix S S ℝ :=
  Matrix.of fun x y => r * (if x = y then 1 else 0) + (1 - r) * q y
```

`refresh r q` has entries $r\,\delta_{xy}+(1-r)\,q(y)$: stay with probability $r$, otherwise draw a new state from $q$.

## One step of relaxation

```lean
/-- The l1 distance is nonnegative, symmetric and obeys the triangle inequality. -/
theorem dist1_metric (p q s : S → ℝ) :
    0 ≤ dist1 p q ∧ dist1 p q = dist1 q p ∧ dist1 p s ≤ dist1 p q + dist1 q s := by
  unfold dist1
  refine ⟨Finset.sum_nonneg fun x _ => abs_nonneg _,
    Finset.sum_congr rfl fun x _ => abs_sub_comm _ _, ?_⟩
  rw [← Finset.sum_add_distrib]
  exact Finset.sum_le_sum fun x _ => abs_sub_le _ _ _
```

The three properties of $\|\cdot\|_1$ follow state by state from those of the absolute value, followed by summation.

```lean
variable {r : ℝ} {P : ℕ → Matrix S S ℝ} {π : ℕ → S → ℝ} {μ₀ : S → ℝ}

/-- A sampler that follows a schedule and starts from a probability law has a probability law at
every step. -/
theorem isLaw_run (h : Schedule r P π) (hμ : IsLaw μ₀) (k : ℕ) : IsLaw (run P μ₀ k) := by
  induction k with
  | zero => exact hμ
  | succ k ih =>
    constructor
    · intro y
      show 0 ≤ ∑ x, run P μ₀ k x * P k x y
      exact Finset.sum_nonneg fun x _ => mul_nonneg (ih.1 x) ((h.stochastic k x).1 y)
    · show ∑ y, ∑ x, run P μ₀ k x * P k x y = 1
      rw [Finset.sum_comm]
      refine Eq.trans (Finset.sum_congr rfl fun x _ => ?_) ih.2
      rw [← Finset.mul_sum, (h.stochastic k x).2, mul_one]
```

By induction, $\mu_k$ remains a law. Its entries are sums of nonnegative products, and exchanging the sums gives

$$\sum_y\sum_x\mu_k(x)P_k(x,y)=\sum_x\mu_k(x)=1.$$

`Finset.sum_comm` is that exchange. The hypothesis `h` is the schedule and `hμ` says that $\mu_0$ is a law.

```lean
/-- For a schedule started from a law, step `k` multiplies the distance of the sampler from the
invariant law `π k` by at most `r`. -/
theorem relax_le (h : Schedule r P π) (hμ : IsLaw μ₀) (k : ℕ) :
    dist1 (run P μ₀ (k + 1)) (π k) ≤ r * dist1 (run P μ₀ k) (π k) := by
  have hc := h.contracts k _ _ (isLaw_run h hμ k) (h.law k)
  rw [h.invariant k] at hc
  exact hc
```

Apply the contraction to $p=\mu_k$ and $q=\pi_k$. Since $\pi_kP_k=\pi_k$,

$$\|\mu_{k+1}-\pi_k\|_1\le r\,d_k .$$

The `rw` line replaces $\pi_kP_k$ by $\pi_k$.

## The lag under bounded drift

```lean
/-- For a schedule with `0 ≤ r < 1` started from a law: if from step `N` on the invariant law moves
by at most `δ` per step, the lag after `n` further steps is at most `r ^ n` times the lag at step
`N`, plus `δ / (1 - r)`. -/
theorem lag_bound (h : Schedule r P π) (hμ : IsLaw μ₀) (h0 : 0 ≤ r) (h1 : r < 1)
    {δ : ℝ} {N : ℕ} (hδ : ∀ k, N ≤ k → dist1 (π (k + 1)) (π k) ≤ δ) (n : ℕ) :
    dist1 (run P μ₀ (N + n)) (π (N + n)) ≤
      r ^ n * dist1 (run P μ₀ N) (π N) + δ / (1 - r) := by
  have hr : 0 < 1 - r := sub_pos.2 h1
  induction n with
  | zero =>
    have hpos : 0 ≤ δ := (dist1_metric (π (N + 1)) (π N) (π N)).1.trans (hδ N le_rfl)
    have hq : 0 ≤ δ / (1 - r) := div_nonneg hpos hr.le
    simpa using hq
  | succ n ih =>
    -- new lag ≤ contracted old lag + drift of the invariant law
    have ht := (dist1_metric (run P μ₀ (N + n + 1)) (π (N + n)) (π (N + n + 1))).2.2
    have hs := (dist1_metric (π (N + n)) (π (N + n + 1)) (π (N + n))).2.1
    have hd := hδ (N + n) (Nat.le_add_right N n)
    have hc := relax_le h hμ (N + n)
    have hm := mul_le_mul_of_nonneg_left ih h0
    have hfix : r * (δ / (1 - r)) + δ = δ / (1 - r) := by
      have hne : 1 - r ≠ 0 := hr.ne'
      rw [eq_div_iff hne, add_mul, mul_assoc, div_mul_cancel₀ _ hne]
      ring
    rw [← add_assoc, pow_succ]
    linarith
```

Suppose $0\le r<1$ and $\|\pi_{k+1}-\pi_k\|_1\le\delta$ for all $k\ge N$. The triangle inequality through $\pi_k$ gives

$$d_{k+1}\le\|\mu_{k+1}-\pi_k\|_1+\|\pi_k-\pi_{k+1}\|_1\le r\,d_k+\delta .$$

The claim is $d_{N+n}\le r^nd_N+\delta/(1-r)$. It holds at $n=0$ because $\delta\ge0$. If it holds at $n$, then

$$d_{N+n+1}\le r^{n+1}d_N+\frac{r\delta}{1-r}+\delta=r^{n+1}d_N+\frac{\delta}{1-r}.$$

In the code, `ht` is the triangle inequality, `hc` the relaxation step, `hm` the induction hypothesis times $r$, and `hfix` the last identity. `linarith` adds these inequalities.

## Vanishing drift and vanishing lag

```lean
/-- Tracking theorem: for a schedule with `0 ≤ r < 1`, if the l1 distance between successive
invariant laws tends to zero, the distance of the sampler from the current invariant law tends to
zero, from every initial law. -/
theorem tracking (h : Schedule r P π) (h0 : 0 ≤ r) (h1 : r < 1)
    (hd : Tendsto (fun k => dist1 (π (k + 1)) (π k)) atTop (𝓝 0)) (hμ : IsLaw μ₀) :
    Tendsto (fun k => dist1 (run P μ₀ k) (π k)) atTop (𝓝 0) := by
  have hr : 0 < 1 - r := sub_pos.2 h1
  rw [Metric.tendsto_atTop]
  intro ε hε
  -- after step N the drift contributes at most ε / 2 to the lag
  obtain ⟨N, hN⟩ := Metric.tendsto_atTop.1 hd ((1 - r) * (ε / 2)) (mul_pos hr (half_pos hε))
  have hlag := lag_bound h hμ h0 h1 (δ := (1 - r) * (ε / 2)) (N := N) (fun k hk => by
    have hk' := hN k hk
    rw [Real.dist_eq, sub_zero] at hk'
    exact (le_abs_self _).trans hk'.le)
  -- the lag present at step N is forgotten geometrically
  have hpow : Tendsto (fun n : ℕ => r ^ n * dist1 (run P μ₀ N) (π N)) atTop (𝓝 0) := by
    have hp := (tendsto_pow_atTop_nhds_zero_of_lt_one h0 h1).mul_const
      (dist1 (run P μ₀ N) (π N))
    rwa [zero_mul] at hp
  obtain ⟨M, hM⟩ := Metric.tendsto_atTop.1 hpow (ε / 2) (half_pos hε)
  refine ⟨N + M, fun n hn => ?_⟩
  obtain ⟨m, rfl⟩ := Nat.exists_eq_add_of_le (show N ≤ n by omega)
  have h2 := hM m (by omega)
  have h3 := hlag m
  rw [mul_div_cancel_left₀ _ hr.ne'] at h3
  rw [Real.dist_eq, sub_zero] at h2 ⊢
  rw [abs_of_nonneg (dist1_metric _ _ (π 0)).1]
  linarith [le_abs_self (r ^ m * dist1 (run P μ₀ N) (π N))]
```

`Tendsto f atTop (𝓝 0)` means $f(k)\to0$ as $k\to\infty$. The theorem says that if $0\le r<1$ and $\|\pi_{k+1}-\pi_k\|_1\to0$, then $d_k\to0$ from every initial law. The $\pi_k$ themselves need not converge.

Given a tolerance $\varepsilon>0$, choose $N$ so that the drift is below $(1-r)\varepsilon/2$ from step $N$ on. The previous bound becomes

$$d_{N+m}\le r^md_N+\varepsilon/2 .$$

Since $r^m\to0$, there is an $M$ with $r^md_N<\varepsilon/2$ for all $m\ge M$. Hence $d_n<\varepsilon$ for $n\ge N+M$. The two `obtain` lines with `Metric.tendsto_atTop` supply $N$ and $M$.

```lean
/-- Converse: if the sampler tracks the invariant laws from some initial law, then the distance
between successive invariant laws tends to zero. -/
theorem drift_vanishes_of_tracking (h : Schedule r P π) (hμ : IsLaw μ₀)
    (ht : Tendsto (fun k => dist1 (run P μ₀ k) (π k)) atTop (𝓝 0)) :
    Tendsto (fun k => dist1 (π (k + 1)) (π k)) atTop (𝓝 0) := by
  have hsum := (ht.comp (tendsto_add_atTop_nat 1)).add (ht.const_mul r)
  rw [mul_zero, add_zero] at hsum
  refine squeeze_zero (fun k => (dist1_metric _ _ (π 0)).1) (fun k => ?_) hsum
  have h1 := (dist1_metric (π (k + 1)) (run P μ₀ (k + 1)) (π k)).2.2
  have h2 := (dist1_metric (π (k + 1)) (run P μ₀ (k + 1)) (π k)).2.1
  have h3 := relax_le h hμ k
  show _ ≤ dist1 (run P μ₀ (k + 1)) (π (k + 1)) + r * dist1 (run P μ₀ k) (π k)
  linarith
```

Conversely, if $d_k\to0$ for some initial law, then

$$\|\pi_{k+1}-\pi_k\|_1\le d_{k+1}+\|\mu_{k+1}-\pi_k\|_1\le d_{k+1}+r\,d_k\to0 .$$

`squeeze_zero` turns this bound into the limit.

## From bias increments to Boltzmann laws

```lean
/-- On a nonempty state space, if two energy functions differ by at most `ε` in every state and
`β ≥ 0`, their Boltzmann laws differ by at most `exp (2 β ε) - 1` in l1 distance. -/
theorem gibbs_drift [Nonempty S] {β ε : ℝ} (hβ : 0 ≤ β) {E F : S → ℝ}
    (hEF : ∀ x, |E x - F x| ≤ ε) :
    dist1 (gibbs β E) (gibbs β F) ≤ Real.exp (2 * β * ε) - 1 := by
  have hZ : ∀ G : S → ℝ, 0 < ∑ y, Real.exp (-β * G y) := fun G =>
    Finset.sum_pos (fun y _ => Real.exp_pos _) Finset.univ_nonempty
  have haa : Real.exp (2 * β * ε) = Real.exp (β * ε) * Real.exp (β * ε) := by
    rw [← Real.exp_add]
    congr 1
    ring
  -- Boltzmann factors change by a factor of at most exp (β ε)
  have hw : ∀ G H : S → ℝ, (∀ x, |G x - H x| ≤ ε) → ∀ x,
      Real.exp (-β * G x) ≤ Real.exp (β * ε) * Real.exp (-β * H x) := by
    intro G H hGH x
    rw [← Real.exp_add]
    apply Real.exp_le_exp.2
    nlinarith [mul_le_mul_of_nonneg_left (abs_le.1 (hGH x)).1 hβ]
  -- normalised weights change by at most the square of that factor
  have key : ∀ G H : S → ℝ, (∀ x, |G x - H x| ≤ ε) → ∀ x,
      gibbs β G x ≤ Real.exp (2 * β * ε) * gibbs β H x := by
    intro G H hGH x
    have hZle : ∑ y, Real.exp (-β * H y) ≤ Real.exp (β * ε) * ∑ y, Real.exp (-β * G y) := by
      rw [Finset.mul_sum]
      exact Finset.sum_le_sum fun y _ =>
        hw H G (fun z => by rw [abs_sub_comm]; exact hGH z) y
    unfold gibbs
    rw [← mul_div_assoc, div_le_div_iff₀ (hZ G) (hZ H), haa]
    have hm := mul_le_mul (hw G H hGH x) hZle (hZ H).le (by positivity)
    linarith
  have hε : 0 ≤ ε := (abs_nonneg _).trans (hEF (Classical.arbitrary S))
  have hA : 1 ≤ Real.exp (2 * β * ε) := Real.one_le_exp (by positivity)
  have hsum : ∑ x, gibbs β F x = 1 := by
    unfold gibbs
    rw [← Finset.sum_div, div_self (hZ F).ne']
  calc dist1 (gibbs β E) (gibbs β F)
      ≤ ∑ x, (Real.exp (2 * β * ε) - 1) * gibbs β F x := by
        refine Finset.sum_le_sum fun x _ => ?_
        have h1 := key E F hEF x
        have h2 := key F E (fun z => by rw [abs_sub_comm]; exact hEF z) x
        have h3 : 0 ≤ gibbs β F x := div_nonneg (Real.exp_pos _).le (hZ F).le
        rw [abs_le]
        constructor
        · rcases le_total (gibbs β E x) (gibbs β F x) with hle | hle
          · nlinarith [mul_nonneg (sub_nonneg.2 hA) (sub_nonneg.2 hle)]
          · nlinarith [mul_nonneg (sub_nonneg.2 hA) h3]
        · linarith
    _ = Real.exp (2 * β * ε) - 1 := by rw [← Finset.mul_sum, hsum, mul_one]
```

Here $E$ and $F$ are two energy functions ($F$ is not a free energy), with $|E(x)-F(x)|\le\varepsilon$ in every state; this $\varepsilon$ is an energy. For $\beta\ge0$, each Boltzmann factor changes by a factor of at most $e^{\beta\varepsilon}$ (`hw`), and so does the partition function (`hZle`). With $p$ and $q$ the Boltzmann laws of $E$ and $F$, and $A=e^{2\beta\varepsilon}$, this gives $p\le Aq$ and $q\le Ap$ in every state (`key`).

If $p(x)\ge q(x)$, then $p(x)-q(x)\le(A-1)q(x)$. If $p(x)<q(x)$, then $q(x)-p(x)\le(A-1)p(x)\le(A-1)q(x)$. Summing over states yields $\|p-q\|_1\le A-1$. The `calc` block performs this sum.

```lean
/-- Slowly changing bias: let the kernels leave the Boltzmann laws of `U + V k` invariant and
contract with a common `0 ≤ r < 1`, at `β ≥ 0`. If the bias increments tend to zero uniformly over
the states, the sampler tracks the biased Boltzmann law from every initial law. -/
theorem slow_bias_tracking {β : ℝ} (hβ : 0 ≤ β) {U : S → ℝ} {V : ℕ → S → ℝ} {ε : ℕ → ℝ}
    (h : Schedule r P (fun k => gibbs β (fun x => U x + V k x))) (h0 : 0 ≤ r) (h1 : r < 1)
    (hV : ∀ k x, |V (k + 1) x - V k x| ≤ ε k) (hε : Tendsto ε atTop (𝓝 0))
    (hμ : IsLaw μ₀) :
    Tendsto (fun k => dist1 (run P μ₀ k) (gibbs β (fun x => U x + V k x))) atTop (𝓝 0) := by
  rcases isEmpty_or_nonempty S with hS | hS
  · exact absurd hμ.2 (by simp)
  have hc : Tendsto (fun t : ℝ => Real.exp (2 * β * t) - 1) (𝓝 0) (𝓝 0) :=
    Continuous.tendsto' (by fun_prop) 0 0 (by simp)
  refine tracking h h0 h1 ?_ hμ
  refine squeeze_zero (fun k => (dist1_metric _ _ μ₀).1) (fun k => ?_) (hc.comp hε)
  refine gibbs_drift hβ (fun x => ?_)
  show |(U x + V (k + 1) x) - (U x + V k x)| ≤ ε k
  rw [add_sub_add_left_eq_sub]
  exact hV k x
```

Now $U$ is the physical energy, $V_k$ the bias, and $\pi_k$ the Boltzmann law of $U+V_k$. If $|V_{k+1}(x)-V_k(x)|\le\varepsilon_k$ for all $x$ and $\varepsilon_k\to0$, the drift is at most $e^{2\beta\varepsilon_k}-1\to0$, and `tracking` applies. For Monte Carlo on finitely many states with uniformly contracting kernels and a bias schedule that is fixed beforehand and has vanishing increments, the instantaneous distribution therefore approaches the current biased equilibrium. The statement concerns that distribution, not time averages along one trajectory.

## A kernel that meets the conditions

```lean
/-- For any sequence of laws `π k` and `0 ≤ r ≤ 1`, the kernels `refresh r (π k)` form a schedule
with invariant laws `π k` and contraction factor `r`. -/
theorem refresh_witness [DecidableEq S] (h0 : 0 ≤ r) (h1 : r ≤ 1) (hπ : ∀ k, IsLaw (π k)) :
    Schedule r (fun k => refresh r (π k)) π := by
  -- a refresh step mixes the present law with the target
  have key : ∀ p q : S → ℝ, IsLaw p →
      p ᵥ* refresh r q = fun y => r * p y + (1 - r) * q y := by
    intro p q hp
    ext y
    show ∑ x, p x * (r * (if x = y then 1 else 0) + (1 - r) * q y) = _
    have hdiag : ∑ x, p x * (r * (if x = y then 1 else 0)) = r * p y := by
      simp [mul_comm]
    simp only [mul_add, Finset.sum_add_distrib]
    rw [hdiag, ← Finset.sum_mul, hp.2, one_mul]
  refine ⟨fun k x => ⟨fun y => ?_, ?_⟩, hπ, fun k => ?_, fun k p q hp hq => ?_⟩
  · show 0 ≤ r * (if x = y then 1 else 0) + (1 - r) * π k y
    have hite : (0 : ℝ) ≤ if x = y then 1 else 0 := by split_ifs <;> norm_num
    exact add_nonneg (mul_nonneg h0 hite) (mul_nonneg (sub_nonneg.2 h1) ((hπ k).1 y))
  · show ∑ y, (r * (if x = y then 1 else 0) + (1 - r) * π k y) = 1
    rw [Finset.sum_add_distrib, ← Finset.mul_sum, ← Finset.mul_sum, (hπ k).2]
    simp
  · rw [key _ _ (hπ k)]
    ext y
    ring
  · rw [key _ _ hp, key _ _ hq]
    unfold dist1
    rw [Finset.mul_sum]
    refine Finset.sum_le_sum fun y _ => le_of_eq ?_
    have hlin : r * p y + (1 - r) * π k y - (r * q y + (1 - r) * π k y) = r * (p y - q y) := by
      ring
    rw [hlin, abs_mul, abs_of_nonneg h0]

end

end SlowlyChangingBias
```

For a law $p$, one refresh step gives $p\mapsto rp+(1-r)\pi_k$ (`key`). This leaves $\pi_k$ fixed, and the difference of two laws is multiplied by exactly $r$. So every sequence of laws $\pi_k$ admits a schedule, for any $0\le r\le1$; `tracking` needs $r<1$.

**Two steps in numbers.** Take two states, $r=\tfrac12$, $\mu_0=(1,0)$, and refresh kernels for

$$\pi_0=(0.5,0.5),\quad \pi_1=(0.4,0.6),\quad \pi_k=(0.35,0.65)\ \text{for }k\ge2.$$

Then $\mu_1=(0.75,0.25)$ and $\mu_2=(0.575,0.425)$. The lags are $d_0=1$, $d_1=0.7$ and $d_2=0.45$. The drift never exceeds $\delta=0.2$, so `lag_bound` with $N=0$ allows $0.9$ at step 1 and $0.65$ at step 2.

**Separate factors are not enough.** Suppose each $P_k$ only has its own factor $r_k<1$. Keep $\pi_k=(\tfrac12,\tfrac12)$ fixed, start from $\mu_0=(1,0)$, and use refresh kernels with $r_k=1-1/(k+2)^2$. The drift is zero, yet

$$d_k=\prod_{j=2}^{k+1}\Bigl(1-\frac1{j^2}\Bigr)=\frac{k+2}{2(k+1)}\to\frac12 .$$

The sampler slows down so quickly that it never forgets its start.

```lean
#print axioms SlowlyChangingBias.drift_vanishes_of_tracking
#print axioms SlowlyChangingBias.slow_bias_tracking
```

```
'SlowlyChangingBias.drift_vanishes_of_tracking' depends on axioms: [propext, Classical.choice, Quot.sound]
'SlowlyChangingBias.slow_bias_tracking' depends on axioms: [propext, Classical.choice, Quot.sound]
```
